# Charge lost when an idempotent density matrix is truncated in angular momentum

Fix a finite orthonormal basis of one-electron states labelled by site, angular momentum and spin, so that each state holds at most one electron. An orthogonal projector is a complex matrix \(P\) with \(P^\dagger=P\) and \(P^2=P\). Two of them appear here:

- \(P\) is the density matrix, which projects on the occupied states. Idempotency means that every eigenstate of \(P\) is either filled or empty, as in the non-interacting ground state of an insulator; a basis state may still be partly filled. The number of occupied states is \(N=\operatorname{rank}P\).
- \(Q\) projects on the retained angular momenta.

The truncated charge, counted in electrons, is \(\operatorname{Tr}(QPQ)\). The squared Frobenius norm is \(\|A\|^2=\sum_i\sum_j|A_{ij}|^2\).

## The missing charge is a squared norm

The claim is

\[
\operatorname{Tr}(QPQ)=N-\|(1-Q)P\|^2 .
\]

The truncated charge is therefore at most \(N\), with equality exactly when \(QP=P\), that is, when every occupied state lies in the retained space.

For any square matrix \(A\),

\[
\operatorname{Tr}(A^\dagger A)=\sum_j\sum_i \overline{A_{ij}}A_{ij}=\|A\|^2 ,
\]

and a sum of squared moduli vanishes only if every entry does. Next, \(P\) acts as the identity on its range and as zero on its kernel. In a basis adapted to these two subspaces its trace is the dimension of the range, so \(\operatorname{Tr}P=N\).

If \(D\) is another orthogonal projector, then

\[
\|DP\|^2=\operatorname{Tr}(PDDP)=\operatorname{Tr}(PDP)=\operatorname{Tr}(DPP)=\operatorname{Tr}(DP).
\]

Now enlarge the retained space from \(Q\) to \(Q'\), with \(Q'Q=Q\). The adjoint of this relation is \(QQ'=Q\), so

\[
(Q'-Q)^2=Q'-Q-Q+Q=Q'-Q ,
\]

and \(D=Q'-Q\) is an orthogonal projector. Cyclicity gives \(\operatorname{Tr}(QPQ)=\operatorname{Tr}(QP)\), and likewise for \(Q'\). Subtracting,

\[
\operatorname{Tr}(Q'PQ')-\operatorname{Tr}(QPQ)=\operatorname{Tr}(DP)=\|(Q'-Q)P\|^2 .
\]

With \(Q'=1\) the first term is \(\operatorname{Tr}P=N\), which is the claim. Equality holds when \((1-Q)P=0\), or \(QP=P\).

The same argument with \(P\) and \(Q\) exchanged gives a neighbouring bound. Since \(\operatorname{Tr}(PQP)=\operatorname{Tr}(QPQ)\), the truncated charge also equals \(\operatorname{rank}Q-\|(1-P)Q\|^2\), and so cannot exceed the dimension of the retained space, spin included. This companion identity is derived here by hand only.

The formula gives the charge missing from a fixed, non-interacting density matrix in a finite orthonormal basis. In a multiple-scattering calculation the angular-momentum cutoff also changes the scattering problem, and hence \(P\) itself; the formula does not describe that change.

## Projectors, norm and charge in Lean

The type `n` labels the basis states and may have any finite size.

```lean
import Mathlib

open Matrix

namespace TruncatedCharge

variable {n : Type*} [Fintype n] [DecidableEq n]
```

`IsProjector` collects the two defining equations; `ᴴ` is the conjugate transpose. Nothing forces \(Q\) to be diagonal in angular momentum, so the results hold for any retained subspace. A band gap is not represented either: all that is assumed of \(P\) is that it is Hermitian and idempotent.

```lean
/-- An orthogonal projector: a Hermitian idempotent complex matrix. -/
structure IsProjector (P : Matrix n n ℂ) : Prop where
  herm : Pᴴ = P
  idem : P * P = P
```

The norm is a real number, defined entry by entry.

```lean
/-- The squared Frobenius norm, the sum of the squared moduli of all entries. -/
noncomputable def frobSq (A : Matrix n n ℂ) : ℝ := ∑ i, ∑ j, ‖A i j‖ ^ 2
```

The charge is defined as a complex trace. That it is real will follow from the main theorem.

```lean
/-- The trace `Tr(QPQ)`. For a density matrix `P` and an orthogonal projector `Q`, it is the charge
of `P` truncated to the range of `Q`. -/
def truncatedCharge (P Q : Matrix n n ℂ) : ℂ := (Q * P * Q).trace
```

## From traces to norms

The first lemma is the identity for \(\operatorname{Tr}(A^\dagger A)\). The proof expands the trace, exchanges the two sums with `Finset.sum_comm`, and uses \(\overline z z=|z|^2\) for each entry.

```lean
omit [DecidableEq n] in
/-- The trace of `A†A` is the squared Frobenius norm of `A`. -/
theorem trace_conjTranspose_mul (A : Matrix n n ℂ) :
    (Aᴴ * A).trace = (frobSq A : ℂ) := by
  simp only [frobSq, Matrix.trace, Matrix.diag_apply, Matrix.mul_apply,
    Matrix.conjTranspose_apply]
  push_cast
  rw [Finset.sum_comm]
  refine Finset.sum_congr rfl fun i _ => Finset.sum_congr rfl fun j _ => ?_
  exact Complex.conj_mul' (A i j)
```

The second lemma applies the fact that a vanishing sum of non-negative terms has vanishing terms, once for the rows and once for the entries within a row.

```lean
omit [DecidableEq n] in
/-- The squared Frobenius norm vanishes only for the zero matrix. -/
theorem frobSq_eq_zero (A : Matrix n n ℂ) : frobSq A = 0 ↔ A = 0 := by
  constructor
  · intro h
    unfold frobSq at h
    ext i j
    have h1 := (Finset.sum_eq_zero_iff_of_nonneg
      (fun i _ => Finset.sum_nonneg fun j _ => sq_nonneg ‖A i j‖)).1 h i (Finset.mem_univ i)
    have h2 := (Finset.sum_eq_zero_iff_of_nonneg
      (fun j _ => sq_nonneg ‖A i j‖)).1 h1 j (Finset.mem_univ j)
    simpa using h2
  · rintro rfl
    simp [frobSq]
```

The trace of an idempotent matrix is its rank, whether or not the matrix is Hermitian. Here `hproj` says that \(P\) is a projection onto its range, and Mathlib's trace formula for such maps supplies the dimension. The relation \(\operatorname{Tr}P=N\) is thus proved and not assumed.

```lean
/-- The trace of an idempotent complex matrix equals its rank. -/
theorem trace_eq_rank {P : Matrix n n ℂ} (hP : P * P = P) :
    P.trace = (P.rank : ℂ) := by
  have hproj : LinearMap.IsProj (LinearMap.range (Matrix.toLin' P)) (Matrix.toLin' P) := by
    refine ⟨fun x => LinearMap.mem_range_self _ x, ?_⟩
    rintro x ⟨y, rfl⟩
    simp only [Matrix.toLin'_apply, Matrix.mulVec_mulVec, hP]
  have h := hproj.trace
  rw [LinearMap.trace_eq_matrix_trace ℂ (Pi.basisFun ℂ n),
    LinearMap.toMatrix_eq_toMatrix', LinearMap.toMatrix'_toLin'] at h
  rw [h]
  rfl
```

For two projectors, the step `h` removes the repeated \(D\); cyclicity and \(P^2=P\) then remove the repeated \(P\).

```lean
omit [DecidableEq n] in
/-- For two orthogonal projectors, the trace of the product `DP` is its squared
Frobenius norm. -/
theorem trace_mul_projector {D P : Matrix n n ℂ} (hD : IsProjector D) (hP : IsProjector P) :
    (D * P).trace = (frobSq (D * P) : ℂ) := by
  have h : P * D * (D * P) = P * (D * P) := by
    rw [mul_assoc, ← mul_assoc D D P, hD.idem]
  rw [← trace_conjTranspose_mul, Matrix.conjTranspose_mul, hP.herm, hD.herm, h,
    Matrix.trace_mul_comm P (D * P), mul_assoc, hP.idem]
```

## Enlarging the retained space

The hypothesis `hle`, \(Q'Q=Q\), says that the range of \(Q\) lies inside that of \(Q'\). The proof takes the adjoint to get `hle'`, shows in `hD` that the difference is a projector, and uses cyclicity in `hc`. The gain is never negative, so adding angular momenta cannot lower the charge at fixed \(P\).

```lean
omit [DecidableEq n] in
/-- Let `P`, `Q` and `Q'` be orthogonal projectors with `Q'Q = Q`. Going from `Q` to `Q'` raises the
truncated charge of `P` by the squared Frobenius norm of `(Q' - Q)P`. -/
theorem charge_gain {P Q Q' : Matrix n n ℂ} (hP : IsProjector P) (hQ : IsProjector Q)
    (hQ' : IsProjector Q') (hle : Q' * Q = Q) :
    truncatedCharge P Q' = truncatedCharge P Q + (frobSq ((Q' - Q) * P) : ℂ) := by
  have hle' : Q * Q' = Q := by
    have h := congrArg Matrix.conjTranspose hle
    rwa [Matrix.conjTranspose_mul, hQ.herm, hQ'.herm] at h
  -- the added angular momenta form a projector of their own
  have hD : IsProjector (Q' - Q) := by
    refine ⟨by rw [Matrix.conjTranspose_sub, hQ.herm, hQ'.herm], ?_⟩
    rw [sub_mul, mul_sub, mul_sub, hQ'.idem, hle, hle', hQ.idem, sub_self, sub_zero]
  -- cyclicity removes one of the two truncations
  have hc : ∀ R : Matrix n n ℂ, R * R = R → truncatedCharge P R = (R * P).trace := by
    intro R hR
    rw [truncatedCharge, Matrix.trace_mul_comm (R * P) R, ← mul_assoc, hR]
  rw [← trace_mul_projector hD hP, hc Q hQ.idem, hc Q' hQ'.idem, sub_mul, Matrix.trace_sub]
  ring
```

## The truncated charge and its bound

The main theorem has three parts. The first equates the complex trace with a real number, \(N-\|(1-Q)P\|^2\), where \(N\) is `P.rank`. The second bounds the real part by \(N\), and the third is the equality condition.

The proof applies `charge_gain` with \(Q'=1\) and rearranges the result into `key`. The bound follows from the non-negative norm, and the equality condition from `frobSq_eq_zero`.

```lean
/-- Let `P` and `Q` be orthogonal projectors, `P` on the occupied states and `Q` on the retained
space. The truncated charge is the number of occupied states minus the squared Frobenius norm of
`(1 - Q)P`; it is at most that number, with equality exactly when `QP = P`. -/
theorem charge_truncation {P Q : Matrix n n ℂ} (hP : IsProjector P) (hQ : IsProjector Q) :
    truncatedCharge P Q = (((P.rank : ℝ) - frobSq ((1 - Q) * P) : ℝ) : ℂ) ∧
    (truncatedCharge P Q).re ≤ (P.rank : ℝ) ∧
    (truncatedCharge P Q = (P.rank : ℂ) ↔ Q * P = P) := by
  have hone : IsProjector (1 : Matrix n n ℂ) := ⟨Matrix.conjTranspose_one, one_mul 1⟩
  -- compare with the untruncated basis
  have h := charge_gain hP hQ hone (one_mul Q)
  have h1 : truncatedCharge P 1 = (P.rank : ℂ) := by
    rw [truncatedCharge, one_mul, mul_one, trace_eq_rank hP.idem]
  have key : truncatedCharge P Q = (((P.rank : ℝ) - frobSq ((1 - Q) * P) : ℝ) : ℂ) := by
    push_cast
    linear_combination h1 - h
  have hnn : 0 ≤ frobSq ((1 - Q) * P) :=
    Finset.sum_nonneg fun i _ => Finset.sum_nonneg fun j _ => sq_nonneg _
  refine ⟨key, ?_, ?_⟩
  · rw [key, Complex.ofReal_re]
    linarith
  · rw [key]
    constructor
    · intro e
      have e' : (P.rank : ℝ) - frobSq ((1 - Q) * P) = (P.rank : ℝ) := by exact_mod_cast e
      have z := (frobSq_eq_zero _).1 (by linarith : frobSq ((1 - Q) * P) = 0)
      rw [sub_mul, one_mul, sub_eq_zero] at z
      exact z.symm
    · intro e
      have z : (1 - Q) * P = 0 := by rw [sub_mul, one_mul, e, sub_self]
      rw [z, (frobSq_eq_zero _).2 rfl]
      simp
```

## When truncation preserves idempotency

The truncated density matrix \(QPQ\) is itself a projector only in a special case. Put \(A=PQ-QPQ=(1-Q)PQ\). Then

\[
A^\dagger A=QP(1-Q)PQ=QPQ-(QPQ)^2 .
\]

If \(QPQ\) is idempotent, \(A=0\) and \(PQ=QPQ\). The right-hand side is Hermitian, so taking adjoints gives \(QP=QPQ=PQ\). Conversely, if \(P\) and \(Q\) commute, then \(QPQ=QP\) and \((QP)^2=QPQP=QPP=QP\).

In the proof, `hA` is the vanishing of \(A^\dagger A\), and `h2` is the adjoint relation.

```lean
/-- For orthogonal projectors `P` and `Q`, the truncated density matrix `QPQ` is idempotent
exactly when `P` and `Q` commute. -/
theorem truncated_idempotent_iff {P Q : Matrix n n ℂ} (hP : IsProjector P)
    (hQ : IsProjector Q) :
    (Q * P * Q) * (Q * P * Q) = Q * P * Q ↔ P * Q = Q * P := by
  constructor
  · intro h
    have h5 : Q * P * Q * P * Q = Q * P * Q := by
      calc Q * P * Q * P * Q = Q * P * (Q * Q) * P * Q := by rw [hQ.idem]
        _ = (Q * P * Q) * (Q * P * Q) := by noncomm_ring
        _ = Q * P * Q := h
    -- the idempotency defect is `A†A` with `A = PQ - QPQ`
    have hA : (P * Q - Q * P * Q)ᴴ * (P * Q - Q * P * Q) = 0 := by
      have hs : (P * Q - Q * P * Q)ᴴ = Q * P - Q * P * Q := by
        simp only [Matrix.conjTranspose_sub, Matrix.conjTranspose_mul, hP.herm, hQ.herm,
          mul_assoc]
      rw [hs]
      calc (Q * P - Q * P * Q) * (P * Q - Q * P * Q)
          = Q * (P * P) * Q - Q * P * Q * P * Q - Q * P * Q * P * Q
            + Q * P * (Q * Q) * P * Q := by noncomm_ring
        _ = 0 := by
          rw [hP.idem, hQ.idem, h5]
          abel
    have hf := trace_conjTranspose_mul (P * Q - Q * P * Q)
    rw [hA, Matrix.trace_zero] at hf
    have hz := (frobSq_eq_zero _).1 (by exact_mod_cast hf.symm)
    have h1 : P * Q = Q * P * Q := sub_eq_zero.1 hz
    have h2 := congrArg Matrix.conjTranspose h1
    simp only [Matrix.conjTranspose_mul, hP.herm, hQ.herm] at h2
    exact h1.trans ((mul_assoc Q P Q).trans h2.symm)
  · intro h
    have h1 : Q * P * Q = Q * P := by rw [mul_assoc, h, ← mul_assoc, hQ.idem]
    rw [h1, ← mul_assoc, h1, mul_assoc, hP.idem]
```

## An s-p hybrid cut to its s part

Let one electron occupy the normalised orbital \(a|s\rangle+b|p\rangle\), with real \(a,b\), a single p orbital and a fixed spin. Its density matrix is

\[
P=\begin{pmatrix}a^2&ab\\ab&b^2\end{pmatrix},\qquad P^2=(a^2+b^2)P .
\]

Lean's index `0` is s and `1` is p.

```lean
/-- The outer product of `a|s⟩ + b|p⟩` with itself, for real coefficients. It is the density matrix
of that orbital, singly occupied, when `a² + b² = 1`. -/
def hybrid (a b : ℝ) : Matrix (Fin 2) (Fin 2) ℂ :=
  !![(a : ℂ) ^ 2, (a : ℂ) * b; (a : ℂ) * b, (b : ℂ) ^ 2]
```

Normalisation, \(a^2+b^2=1\), makes \(P\) a projector of trace, and hence rank, one. Retaining only s leaves \(QPQ=\operatorname{diag}(a^2,0)\), with charge \(a^2\); the missing charge is \(b^2\), the weight on p. In the proof, `hsq` is the formula for \(P^2\), and `trace_eq_rank` converts the trace into the number of occupied states.

```lean
/-- If `a² + b² = 1`, the matrix `hybrid a b` and the matrix that retains the s channel are
orthogonal projectors, `hybrid a b` has rank one, and truncation to the s channel keeps the charge
`a²`. -/
theorem hybrid_witness (a b : ℝ) (hab : a ^ 2 + b ^ 2 = 1) :
    IsProjector (hybrid a b) ∧ IsProjector (!![1, 0; 0, 0] : Matrix (Fin 2) (Fin 2) ℂ) ∧
    (hybrid a b).rank = 1 ∧ truncatedCharge (hybrid a b) !![1, 0; 0, 0] = (a : ℂ) ^ 2 := by
  have h : (a : ℂ) ^ 2 + (b : ℂ) ^ 2 = 1 := by exact_mod_cast hab
  have hsq : hybrid a b * hybrid a b = ((a : ℂ) ^ 2 + (b : ℂ) ^ 2) • hybrid a b := by
    ext i j
    fin_cases i <;> fin_cases j <;>
      simp [hybrid, Matrix.mul_apply, Fin.sum_univ_two] <;> ring
  have hid : hybrid a b * hybrid a b = hybrid a b := by rw [hsq, h, one_smul]
  refine ⟨⟨?_, hid⟩, ⟨?_, ?_⟩, ?_, ?_⟩
  · ext i j
    fin_cases i <;> fin_cases j <;> simp [hybrid]
  · ext i j
    fin_cases i <;> fin_cases j <;> simp
  · ext i j
    fin_cases i <;> fin_cases j <;> simp [Matrix.mul_apply, Fin.sum_univ_two]
  · have t : (hybrid a b).trace = 1 := by
      rw [Matrix.trace_fin_two]
      simpa [hybrid] using h
    rw [trace_eq_rank hid] at t
    exact_mod_cast t
  · simp [truncatedCharge, hybrid, Matrix.trace_fin_two]

end TruncatedCharge
```

```lean
#print axioms TruncatedCharge.charge_truncation
-- 'TruncatedCharge.charge_truncation' depends on axioms: [propext, Classical.choice, Quot.sound]
#print axioms TruncatedCharge.truncated_idempotent_iff
-- 'TruncatedCharge.truncated_idempotent_iff' depends on axioms: [propext, Classical.choice, Quot.sound]
```
